# For t, U > 0, the half-filled two-site Hubbard model has 4t²/U at most 10% above its singlet-triplet gap exactly when U/t ≥ 20/√11

Take two sites with one electron on each. If the spins are opposite, an electron can hop to the other site and back, passing through a doubly occupied state that costs U. If the spins are parallel, the Pauli principle blocks the hop. In the triplet state with opposite spins, the amplitudes for reaching a doubly occupied state cancel. Second-order perturbation theory in the hopping t lowers the singlet by 4t²/U and leaves all three triplet states alone.

The model is small enough to solve exactly, and I believe the gap is g = (√(U² + 16t²) − U)/2, always below 4t²/U. I also believe that the perturbative formula is good to ten percent of the gap once U/t reaches 20/√11, about 6.03, and not before. Can this be made rigorous and machine-checked, starting from the full 6×6 Hamiltonian and not from a 2×2 matrix that already assumes the answer?

## From six determinants to the threshold

Yes. Number the spin orbitals 0 = 1↑, 1 = 1↓, 2 = 2↑, 3 = 2↓. One electron hops between 0 and 2, or between 1 and 3, with amplitude −t. Call this one-electron matrix h. Two electrons have six determinants |ab⟩ with a < b: the doubly occupied |01⟩ and |23⟩, the opposite-spin |03⟩ and |12⟩, and the parallel-spin |02⟩ and |13⟩. With δ the Kronecker delta, antisymmetry gives the hopping part of the Hamiltonian H as

    ⟨ab|H|cd⟩ = h_ac δ_bd + δ_ac h_bd − h_ad δ_bc − δ_ad h_bc

and the repulsion adds U on the diagonal for |01⟩ and |23⟩.

For example, ⟨01|H|03⟩ = h_13 = −t, while ⟨01|H|12⟩ = −h_02 = +t. The parallel-spin determinants have only zero matrix elements. In the order |01⟩, |23⟩, |03⟩, |12⟩ the remaining block is

     U   0  −t   t
     0   U  −t   t
    −t  −t   0   0
     t   t   0   0

Symmetric and antisymmetric combinations take it apart:

- (|03⟩ + |12⟩)/√2 is annihilated by H. Together with |02⟩ and |13⟩ it forms the triplet, at energy 0.
- (|01⟩ − |23⟩)/√2 has energy U.
- s = (|03⟩ − |12⟩)/√2 and d = (|01⟩ + |23⟩)/√2 (from here on d names this state, not an orbital index) are both singlets, with diagonal energies 0 and U and coupling ⟨d|H|s⟩ = −2t.

The last pair contributes the factor x(x − U) − 4t², so the characteristic polynomial of the 6×6 matrix is

    x³ (x − U)(x² − Ux − 4t²)

The roots of the quadratic are −g and U + g. For t, U > 0 we have g > 0, so the six levels in increasing order are −g, 0, 0, 0, U, U + g. The ground state is a singlet, and the triplet lies g above it. The normalised ground state is

    (2t s + g d)/√(4t² + g²)

Substituting x = −g into the quadratic gives

    g² + Ug = 4t²

Dividing by U yields the exact error of the perturbative formula:

    4t²/U − g = g²/U

The right side is positive, so g < 4t²/U. Now allow a relative excess ε > 0, measured against the gap. The condition 4t²/U ≤ (1 + ε)g says g²/U ≤ εg, which is g ≤ εU. Since y² + Uy increases with y for y ≥ 0, this is equivalent to

    4t² = g² + Ug ≤ ε²U² + εU² = ε(1 + ε)U²

Taking square roots gives

    U/t ≥ 2/√(ε(1 + ε))

At ε = 1/10 the root is √(11/100) = √11/10, and the threshold is 20/√11.

Here is the complete Lean file.

```lean
import Mathlib

open Matrix Polynomial

namespace HubbardDimerSuperexchange

noncomputable section

/-- Hopping matrix of one electron in the spin orbitals 1↑, 1↓, 2↑, 2↓ (numbered 0 to 3). -/
def hop (t : ℝ) : Matrix (Fin 4) (Fin 4) ℝ :=
  !![0, 0, -t, 0; 0, 0, 0, -t; -t, 0, 0, 0; 0, -t, 0, 0]

/-- The site to which a spin orbital belongs. -/
def site : Fin 4 → Fin 2 := ![0, 0, 1, 1]

/-- The occupied orbitals of the six two-electron determinants: four with opposite spins,
then two with parallel spins. -/
def orb : Fin 4 ⊕ Fin 2 → Fin 4 × Fin 4 :=
  Sum.elim ![(0, 1), (2, 3), (0, 3), (1, 2)] ![(0, 2), (1, 3)]

/-- The two-electron Hubbard Hamiltonian: antisymmetrised matrix elements of the hopping,
plus the repulsion `U` when both electrons sit on one site. -/
def hubbard (t U : ℝ) : Matrix (Fin 4 ⊕ Fin 2) (Fin 4 ⊕ Fin 2) ℝ :=
  Matrix.of fun p q =>
    hop t (orb p).1 (orb q).1 * (1 : Matrix (Fin 4) (Fin 4) ℝ) (orb p).2 (orb q).2
    + (1 : Matrix (Fin 4) (Fin 4) ℝ) (orb p).1 (orb q).1 * hop t (orb p).2 (orb q).2
    - hop t (orb p).1 (orb q).2 * (1 : Matrix (Fin 4) (Fin 4) ℝ) (orb p).2 (orb q).1
    - (1 : Matrix (Fin 4) (Fin 4) ℝ) (orb p).1 (orb q).2 * hop t (orb p).2 (orb q).1
    + if p = q ∧ site (orb p).1 = site (orb p).2 then U else 0

/-- The block of the Hamiltonian for electrons of opposite spin. -/
def oppositeBlock (t U : ℝ) : Matrix (Fin 4) (Fin 4) ℝ :=
  !![U, 0, -t, t; 0, U, -t, t; -t, -t, 0, 0; t, t, 0, 0]

/-- The energy `(√(U² + 16t²) - U)/2`. -/
def gap (t U : ℝ) : ℝ := (√(U ^ 2 + 16 * t ^ 2) - U) / 2

/-- The Hamiltonian splits into the opposite-spin block and a vanishing parallel-spin block. -/
theorem hubbard_eq_blocks (t U : ℝ) :
    hubbard t U = fromBlocks (oppositeBlock t U) 0 0 0 := by
  ext (i | i) (j | j) <;> fin_cases i <;> fin_cases j <;>
    simp [hubbard, oppositeBlock, orb, hop, site, Matrix.one_apply]

/-- The characteristic polynomial of the 6×6 Hamiltonian is `x³ (x - U) (x² - U x - 4t²)`. -/
theorem hubbard_charpoly (t U : ℝ) :
    (hubbard t U).charpoly = X ^ 3 * (X - C U) * (X ^ 2 - C U * X - 4 * C t ^ 2) := by
  have h0 : (0 : Matrix (Fin 2) (Fin 2) ℝ).charpoly = X ^ 2 := by
    rw [Matrix.charpoly, Matrix.det_fin_two]
    simp [sq]
  have hm : (oppositeBlock t U).charmatrix =
      !![X - C U, 0, C t, -C t; 0, X - C U, C t, -C t; C t, C t, X, 0; -C t, -C t, 0, X] := by
    ext1 i j
    fin_cases i <;> fin_cases j <;> simp [oppositeBlock]
  have h4 : (oppositeBlock t U).charpoly =
      X * (X - C U) * (X ^ 2 - C U * X - 4 * C t ^ 2) := by
    rw [Matrix.charpoly, hm]
    simp [Matrix.det_succ_row_zero, Fin.sum_univ_succ, Fin.succAbove]
    ring
  rw [hubbard_eq_blocks, Matrix.charpoly_fromBlocks_zero₁₂, h0, h4]
  ring

/-- The Hamiltonian annihilates the vectors `|03⟩ + |12⟩`, `|02⟩` and `|13⟩`. -/
theorem triplet_energy (t U : ℝ) :
    hubbard t U *ᵥ Sum.elim ![0, 0, 1, 1] ![0, 0] = 0 ∧
    hubbard t U *ᵥ Sum.elim ![0, 0, 0, 0] ![1, 0] = 0 ∧
    hubbard t U *ᵥ Sum.elim ![0, 0, 0, 0] ![0, 1] = 0 := by
  rw [hubbard_eq_blocks]
  refine ⟨?_, ?_, ?_⟩ <;> ext (i | i) <;> fin_cases i <;>
    simp [oppositeBlock, Matrix.mulVec, dotProduct, Fin.sum_univ_succ]

/-- The gap solves the quadratic equation `g² + U g = 4t²`. -/
theorem gap_quadratic (t U : ℝ) : gap t U ^ 2 + U * gap t U = 4 * t ^ 2 := by
  have h := Real.sq_sqrt (show 0 ≤ U ^ 2 + 16 * t ^ 2 by positivity)
  unfold gap
  linear_combination (1 / 4) * h

/-- For nonzero hopping the gap is positive. -/
theorem gap_pos {t : ℝ} (U : ℝ) (ht : t ≠ 0) : 0 < gap t U := by
  have h : U < √(U ^ 2 + 16 * t ^ 2) := by
    apply Real.lt_sqrt_of_sq_lt
    have : 0 < t ^ 2 := by positivity
    linarith
  unfold gap
  linarith

/-- For `t, U > 0` the vector `g(|01⟩ + |23⟩) + 2t(|03⟩ - |12⟩)` has eigenvalue `-g`, and no root of
the characteristic polynomial lies lower. -/
theorem singlet_ground_state {t U : ℝ} (ht : 0 < t) (hU : 0 < U) :
    hubbard t U *ᵥ Sum.elim ![gap t U, gap t U, 2 * t, -(2 * t)] ![0, 0] =
      (-gap t U) • Sum.elim ![gap t U, gap t U, 2 * t, -(2 * t)] ![0, 0] ∧
    ∀ E : ℝ, (hubbard t U).charpoly.IsRoot E → -gap t U ≤ E := by
  have hq := gap_quadratic t U
  have hg := gap_pos U ht.ne'
  constructor
  · rw [hubbard_eq_blocks]
    ext (i | i) <;> fin_cases i <;>
      simp [oppositeBlock, Matrix.mulVec, dotProduct, Fin.sum_univ_succ] <;>
      linarith
  · intro E hE
    have he : (hubbard t U).charpoly.eval E =
        E ^ 3 * (E - U) * ((E + gap t U) * (E - U - gap t U)) := by
      rw [hubbard_charpoly]
      simp only [eval_mul, eval_sub, eval_pow, eval_X, eval_C, eval_ofNat]
      linear_combination (E ^ 3 * (E - U)) * hq
    rw [Polynomial.IsRoot.def, he] at hE
    -- below `-g` every factor is nonzero
    by_contra hc
    have hc' : E < -gap t U := not_le.mp hc
    have h1 : E ≠ 0 := by intro h; linarith
    have h2 : E - U ≠ 0 := by intro h; linarith
    have h3 : E + gap t U ≠ 0 := by intro h; linarith
    have h4 : E - U - gap t U ≠ 0 := by intro h; linarith
    exact mul_ne_zero (mul_ne_zero (pow_ne_zero 3 h1) h2) (mul_ne_zero h3 h4) hE

/-- For `U ≠ 0`, the superexchange formula `4t²/U` minus the gap `g` equals `g²/U`. -/
theorem superexchange_error (t : ℝ) {U : ℝ} (hU : U ≠ 0) :
    4 * t ^ 2 / U - gap t U = gap t U ^ 2 / U := by
  rw [← gap_quadratic t U, add_div, mul_div_cancel_left₀ _ hU]
  ring

/-- For `t, U, ε > 0` the superexchange formula is at most `1 + ε` times the gap exactly when `U/t`
is at least `2/√(ε(1 + ε))`. -/
theorem superexchange_tolerance {t U ε : ℝ} (ht : 0 < t) (hU : 0 < U) (hε : 0 < ε) :
    4 * t ^ 2 / U ≤ (1 + ε) * gap t U ↔ 2 / √(ε * (1 + ε)) ≤ U / t := by
  have hq := gap_quadratic t U
  have hg := gap_pos U ht.ne'
  have hp : 0 < ε * (1 + ε) := by positivity
  have hs : 0 < √(ε * (1 + ε)) := Real.sqrt_pos.mpr hp
  have hεU : 0 < ε * U := mul_pos hε hU
  rw [div_le_iff₀ hU, div_le_div_iff₀ hs ht,
    ← sq_le_sq₀ (by positivity : 0 ≤ 2 * t) (by positivity), mul_pow U, Real.sq_sqrt hp.le]
  -- both sides say that the gap is at most `ε U`
  constructor
  · intro h
    have hle : gap t U ≤ ε * U := by
      by_contra hc
      have := mul_lt_mul_of_pos_left (not_le.mp hc) hg
      nlinarith
    have h1 := mul_le_mul hle hle hg.le hεU.le
    have h2 := mul_le_mul_of_nonneg_left hle hU.le
    nlinarith
  · intro h
    have hle : gap t U ≤ ε * U := by
      by_contra hc
      have hc' := not_le.mp hc
      have h1 := mul_lt_mul_of_pos_left hc' hg
      have h2 := mul_lt_mul_of_pos_left hc' hεU
      have h3 := mul_lt_mul_of_pos_left hc' hU
      nlinarith
    have h1 := mul_le_mul_of_nonneg_left hle hg.le
    nlinarith

/-- For `t, U > 0` the gap lies strictly below `4t²/U`, and `4t²/U` is at most 1.1 times
the gap exactly when `U/t ≥ 20/√11`. -/
theorem superexchange_ten_percent {t U : ℝ} (ht : 0 < t) (hU : 0 < U) :
    gap t U < 4 * t ^ 2 / U ∧
    (4 * t ^ 2 / U ≤ 1.1 * gap t U ↔ 20 / √11 ≤ U / t) := by
  constructor
  · have h := superexchange_error t hU.ne'
    have hg := gap_pos U ht.ne'
    have : 0 < gap t U ^ 2 / U := by positivity
    linarith
  · have h := superexchange_tolerance ht hU (show (0 : ℝ) < 1 / 10 by norm_num)
    have hs : √((1 / 10 : ℝ) * (1 + 1 / 10)) = √11 / 10 := by
      rw [show (1 / 10 : ℝ) * (1 + 1 / 10) = 11 / 10 ^ 2 by norm_num,
        Real.sqrt_div (by norm_num), Real.sqrt_sq (by norm_num)]
    have h2 : 2 / (√11 / 10) = 20 / √11 := by
      rw [div_div_eq_mul_div]
      norm_num
    rw [hs, h2, show (1 : ℝ) + 1 / 10 = 1.1 by norm_num] at h
    exact h

/-- The threshold `20/√11` lies between 6.03 and 6.031. -/
theorem threshold_value : 6.03 < 20 / √11 ∧ 20 / √11 < 6.031 := by
  have hs : 0 < √(11 : ℝ) := Real.sqrt_pos.mpr (by norm_num)
  have h1 : √(11 : ℝ) < 3.3167 := (Real.sqrt_lt' (by norm_num)).mpr (by norm_num)
  have h2 : 3.3166 < √(11 : ℝ) := Real.lt_sqrt_of_sq_lt (by norm_num)
  constructor
  · rw [lt_div_iff₀ hs]
    linarith
  · rw [div_lt_iff₀ hs]
    linarith

end

end HubbardDimerSuperexchange
```

```lean
#print axioms HubbardDimerSuperexchange.triplet_energy
-- 'HubbardDimerSuperexchange.triplet_energy' depends on axioms: [propext, Classical.choice, Quot.sound]
#print axioms HubbardDimerSuperexchange.singlet_ground_state
-- 'HubbardDimerSuperexchange.singlet_ground_state' depends on axioms: [propext, Classical.choice, Quot.sound]
#print axioms HubbardDimerSuperexchange.superexchange_ten_percent
-- 'HubbardDimerSuperexchange.superexchange_ten_percent' depends on axioms: [propext, Classical.choice, Quot.sound]
#print axioms HubbardDimerSuperexchange.threshold_value
-- 'HubbardDimerSuperexchange.threshold_value' depends on axioms: [propext, Classical.choice, Quot.sound]
```

## The model as Lean sees it

`hop t` is the matrix h, and `site` assigns each spin orbital to its site; the sites called 1 and 2 above are 0 and 1 in `Fin 2`. The index type `Fin 4 ⊕ Fin 2` lists the four opposite-spin determinants and then the two parallel-spin ones, and `orb` returns the two occupied orbitals of each. The definition `hubbard t U` is the matrix-element rule above, with identity-matrix entries as Kronecker deltas and an `if` that adds U when both electrons share a site. The rule itself enters as a definition; it is not derived from creation and annihilation operators.

`hubbard_charpoly` states the factorisation for all real t and U. In it, `X` is the polynomial variable and `C` turns a real number into a constant polynomial.

`gap t U` is only a formula until two theorems give it its physical meaning. `triplet_energy` says that H annihilates three explicit vectors. `singlet_ground_state` says that, for positive t and U, H multiplies another explicit vector by −g, and that every real root E of the characteristic polynomial satisfies −g ≤ E. Because the matrix is real and symmetric, its eigenvalues are exactly these roots. The vectors in the file are unnormalised: the singlet has entries g, g, 2t, −2t and norm √(2g² + 8t²), and dividing by this norm gives the ground state written earlier. The file defines no spin operators, so the words singlet and triplet in the theorem names interpret these vectors and are not part of what is proved.

`superexchange_tolerance` is the equivalence for every ε > 0, and `superexchange_ten_percent` combines the strict inequality with the case ε = 1/10, where `1.1` is the exact real number 11/10. The tolerance is relative to the exact gap. Ten percent of 4t²/U instead would correspond to ε = 1/9 and a threshold of 18/√10, about 5.69.

The model has one orbital per site, real hopping, and repulsion only within a site. Here t stands for the total amplitude for an electron to pass between the sites, and U for the extra Coulomb energy of putting two electrons on one of them. In many magnetic insulators the transfer runs through an intervening ligand, which is the usual setting of the word superexchange; this model has no ligand orbitals and can represent them only through effective values of t and U. Within this isolated two-site model, g is the exact coupling J of a Heisenberg term J S₁·S₂, with S₁ and S₂ dimensionless spin-½ operators for the two sites, fitted to the singlet-triplet splitting, so the theorem tells how far the common estimate J ≈ 4t²/U can be trusted there. It gives no error bound for a lattice.

## Blocks, roots and the two inequalities

`hubbard_eq_blocks` compares all 36 matrix entries: `ext` and `fin_cases` run through the index pairs, and `simp` evaluates the rule at each one. This is the step that obtains the signs of t in the 4×4 block from antisymmetry.

For `hubbard_charpoly`, the proof does not change to symmetric combinations. It writes out the matrix x·1 − H for the 4×4 block, expands the determinant along the first row, and lets `ring` confirm the factorised form. The zero block contributes x², and `Matrix.charpoly_fromBlocks_zero₁₂` multiplies the two characteristic polynomials.

`gap_quadratic` is g² + Ug = 4t², obtained by squaring the square root. `gap_pos` shows g > 0 whenever t ≠ 0, because U² < U² + 16t² implies U < √(U² + 16t²).

In `singlet_ground_state`, the first component of the eigenvector equation reads Ug − 4t² = −g², which is the quadratic relation again. For the lower bound on the roots, the proof rewrites the polynomial at E as

    E³ (E − U)(E + g)(E − U − g)

If E were below −g, every factor would be nonzero, and so would the product.

`superexchange_error` replaces 4t² by g² + Ug and divides by U. The proof of `superexchange_tolerance` first clears denominators and squares the threshold condition, which is legitimate because both sides are nonnegative. What remains is the equivalence of

    4t² ≤ (1 + ε)gU   and   4t² ≤ ε(1 + ε)U²

Each direction passes through g ≤ εU, as in the derivation. The proof assumes the opposite, multiplies that inequality by positive quantities and reaches a contradiction with `nlinarith`; further products of g ≤ εU then give the desired side.

`superexchange_ten_percent` obtains the strict inequality from g²/U > 0 and the threshold by simplifying the square root at ε = 1/10. `threshold_value` encloses √11 between 3.3166 and 3.3167, which places 20/√11 between 6.03 and 6.031.

## A sign the spectrum cannot reveal, and a stable formula for g

Writing −t for all the hopping elements of the 4×4 block is a natural slip. It leaves the characteristic polynomial unchanged, since reversing the sign of the basis vector |12⟩ undoes it. If the determinants are still read in the order used here, however, the zero-energy combination becomes |03⟩ − |12⟩, which is a singlet, and the lowest eigenvector wrongly mixes the triplet combination |03⟩ + |12⟩ with the doubly occupied singlets. Checking the eigenvectors catches this; checking the energies does not.

An exact-diagonalisation program that stores determinants as occupation strings meets the same sign when an electron hops past an occupied orbital. Going from |12⟩ to |01⟩, the electron moves from orbital 2 to orbital 0 past the occupied orbital 1, and −t becomes +t. The two-site model makes a convenient check of such a program: at t = 1 and U = 8 the lowest level should be −g ≈ −0.472, with three levels at zero, while 4t²/U is 0.5. These energies do not test the sign just described; for that, check that the program's Hamiltonian annihilates |03⟩ + |12⟩ in the orbital order used here.

For large U/t, the formula for g subtracts two nearly equal numbers and loses digits in floating-point arithmetic. For t, U > 0 the equivalent form

    g = 8t²/(U + √(U² + 16t²))

avoids the subtraction.
